# At an idempotent density matrix, the mean-field energy is stationary under similarity rotations exactly when both Brillouin conditions hold

Suppose a transcorrelated mean-field calculation stops once the virtual-occupied block of the Fock matrix vanishes. With a non-Hermitian Hamiltonian, the energy may still change at first order when the orbitals are rotated, because the occupied-virtual block need not be the transpose of the first. The theorem below says that the energy is stationary under all similarity rotations, which may change left and right orbitals differently, exactly when both blocks vanish. It assumes real matrices, an idempotent density matrix and a two-body interaction symmetric under exchange of the two electrons. The energy is then at most quadratic in the density matrix, so explicit three-body terms are left out.

## Energy, Fock matrix and rotation

```lean
import Mathlib

open Matrix

namespace TranscorrelatedBrillouin

noncomputable section

attribute [local instance] Matrix.linftyOpNormedRing Matrix.linftyOpNormedAlgebra

variable {n : Type*} [Fintype n] [DecidableEq n]
```

The finite type `n` labels an orthonormal basis of spin orbitals, so no overlap matrix appears, and `Matrix n n ℝ` is the type of real square matrices over them. The `attribute` line selects a matrix norm, which the Mathlib derivative lemmas used below ask for; in finite dimension the choice doesn't affect the derivatives.

```lean
/-- The mean-field energy `E(D) = tr(hD) + tr(G(D)D)/2` of a density matrix `D`. -/
def energy (h : Matrix n n ℝ) (G : Matrix n n ℝ →ₗ[ℝ] Matrix n n ℝ)
    (D : Matrix n n ℝ) : ℝ :=
  trace (h * D) + trace (G D * D) / 2
```

This is $E(D)=\mathrm{tr}(hD)+\tfrac12\mathrm{tr}(G(D)D)$. The arrow `→ₗ[ℝ]` makes $G$ linear. Nothing requires $h$, $D$ or $G(D)$ to be symmetric.

```lean
/-- The Fock matrix `F = h + G(D)`. -/
def fock (h : Matrix n n ℝ) (G : Matrix n n ℝ →ₗ[ℝ] Matrix n n ℝ)
    (D : Matrix n n ℝ) : Matrix n n ℝ :=
  h + G D
```

The Fock matrix is $F=h+G(D)$.

```lean
/-- The density matrix after the similarity rotation `exp(tK) D exp(-tK)`. -/
def rotated (D K : Matrix n n ℝ) (t : ℝ) : Matrix n n ℝ :=
  NormedSpace.exp (t • K) * D * NormedSpace.exp (-(t • K))
```

The rotated density matrix is $D(t)=e^{tK}De^{-tK}$. Since $K$ is any real matrix, left and right orbitals may change differently, as in a biorthogonal description.

```lean
/-- The energy is stationary at `D`: its derivative at `t = 0` along
`exp(tK) D exp(-tK)` is zero for every real matrix `K`. -/
def Stationary (h : Matrix n n ℝ) (G : Matrix n n ℝ →ₗ[ℝ] Matrix n n ℝ)
    (D : Matrix n n ℝ) : Prop :=
  ∀ K : Matrix n n ℝ, HasDerivAt (fun t : ℝ => energy h G (rotated D K t)) 0 0
```

`HasDerivAt f a t` says that $f$ is differentiable at $t$ with derivative $a$. Stationarity requires zero slope at $t=0$ for every $K$; it doesn't require a minimum.

```lean
/-- A similarity rotation keeps an idempotent density matrix idempotent and
preserves its trace, the number of electrons. -/
theorem rotated_idempotent_and_trace (D K : Matrix n n ℝ) (hD : D * D = D) (t : ℝ) :
    rotated D K t * rotated D K t = rotated D K t ∧ trace (rotated D K t) = trace D := by
  have hVU : NormedSpace.exp (-(t • K)) * NormedSpace.exp (t • K) = 1 := by
    rw [← Matrix.exp_add_of_commute _ _ (Commute.refl (t • K)).neg_left,
      neg_add_cancel, NormedSpace.exp_zero]
  unfold rotated
  generalize NormedSpace.exp (-(t • K)) = V at *
  generalize NormedSpace.exp (t • K) = U at *
  constructor
  · calc U * D * V * (U * D * V) = U * D * (V * U) * D * V := by noncomm_ring
      _ = U * D * V := by rw [hVU, mul_one, mul_assoc U D D, hD]
  · rw [trace_mul_comm, ← mul_assoc, hVU, one_mul]
```

Write $U=e^{tK}$ and $V=e^{-tK}$, so $VU=1$. If $D^2=D$, then $(UDV)(UDV)=UD^2V=UDV$. Cyclicity gives $\mathrm{tr}(UDV)=\mathrm{tr}(VUD)=\mathrm{tr}\,D$, the electron number. The `calc` block is the first computation.

## The slope of the energy

```lean
/-- The initial velocity of the rotated density matrix is the commutator `KD - DK`. -/
theorem hasDerivAt_rotated (D K : Matrix n n ℝ) :
    HasDerivAt (rotated D K) (K * D - D * K) 0 := by
  have e : rotated D K =
      fun t : ℝ => NormedSpace.exp (t • K) * D * NormedSpace.exp (t • (-K)) := by
    funext t
    simp only [rotated, smul_neg]
  have h1 := hasDerivAt_exp_smul_const (𝕂 := ℝ) K (0 : ℝ)
  have h2 := hasDerivAt_exp_smul_const (𝕂 := ℝ) (-K) (0 : ℝ)
  rw [e]
  refine ((h1.mul_const D).fun_mul h2).congr_deriv ?_
  simp only [zero_smul, NormedSpace.exp_zero, one_mul, mul_one]
  noncomm_ring
```

The product rule at $t=0$, where both exponentials are $1$, gives $D'(0)=KD-DK$.

```lean
/-- A linear map from a finite-dimensional space carries the velocity of a curve to the velocity of
its image. -/
theorem hasDerivAt_linear {V W : Type*} [NormedAddCommGroup V] [NormedSpace ℝ V]
    [FiniteDimensional ℝ V] [NormedAddCommGroup W] [NormedSpace ℝ W]
    (L : V →ₗ[ℝ] W) {c : ℝ → V} {v : V} {t : ℝ} (hc : HasDerivAt c v t) :
    HasDerivAt (fun s => L (c s)) (L v) t :=
  (LinearMap.toContinuousLinearMap L).hasFDerivAt.comp_hasDerivAt t hc
```

A linear map $L$ on a finite-dimensional space satisfies $\frac{d}{dt}L(c(t))=L(c'(t))$. This is used for the trace and for $G$.

```lean
/-- If `tr(G(A)B) = tr(A G(B))` for all `A` and `B`, then along any differentiable curve of density
matrices the energy changes at the rate `tr(F D')`, with `F` the Fock matrix and `D'` the velocity.
-/
theorem hasDerivAt_energy (h : Matrix n n ℝ) (G : Matrix n n ℝ →ₗ[ℝ] Matrix n n ℝ)
    (hG : ∀ A B, trace (G A * B) = trace (A * G B))
    {c : ℝ → Matrix n n ℝ} {D' : Matrix n n ℝ} {t : ℝ} (hc : HasDerivAt c D' t) :
    HasDerivAt (fun s => energy h G (c s)) (trace (fock h G (c t) * D')) t := by
  have h1 := hasDerivAt_linear (Matrix.traceLinearMap n ℝ ℝ) (hc.const_mul h)
  have h2 := hasDerivAt_linear G hc
  have h3 := hasDerivAt_linear (Matrix.traceLinearMap n ℝ ℝ) (h2.fun_mul hc)
  refine (h1.fun_add (h3.div_const 2)).congr_deriv ?_
  -- trace symmetry of G makes the two halves of the interaction term equal
  have e : trace (G D' * c t) = trace (G (c t) * D') := by
    rw [hG, trace_mul_comm]
  simp only [Matrix.traceLinearMap_apply, fock, add_mul, trace_add]
  linarith
```

The hypothesis `hG` is $\mathrm{tr}(G(A)B)=\mathrm{tr}(A\,G(B))$. It stands for the symmetry of a two-body interaction under exchange of the two electrons, which doesn't need Hermiticity. Along a curve with velocity $D'$,
$$\frac{dE}{dt}=\mathrm{tr}(hD')+\tfrac12\left[\mathrm{tr}(G(D')D)+\mathrm{tr}(G(D)D')\right]=\mathrm{tr}(FD'),$$
because `hG` and cyclicity make the two bracketed terms equal. That equality is `e` in the proof.

```lean
/-- If `tr(G(A)B) = tr(A G(B))` for all `A` and `B`, then the slope at `t = 0` of the energy under
the rotation generated by `K` is `tr((DF - FD)K)`. -/
theorem hasDerivAt_energy_rotated (h : Matrix n n ℝ)
    (G : Matrix n n ℝ →ₗ[ℝ] Matrix n n ℝ)
    (hG : ∀ A B, trace (G A * B) = trace (A * G B)) (D K : Matrix n n ℝ) :
    HasDerivAt (fun t : ℝ => energy h G (rotated D K t))
      (trace ((D * fock h G D - fock h G D * D) * K)) 0 := by
  have h0 : rotated D K 0 = D := by
    simp only [rotated, zero_smul, neg_zero, NormedSpace.exp_zero, one_mul, mul_one]
  refine (hasDerivAt_energy h G hG (hasDerivAt_rotated D K)).congr_deriv ?_
  rw [h0, mul_sub, sub_mul, trace_sub, trace_sub, ← mul_assoc, ← mul_assoc,
    trace_mul_comm (fock h G D * K) D, ← mul_assoc]
```

Inserting the velocity gives
$$\mathrm{tr}(F(KD-DK))=\mathrm{tr}(DFK)-\mathrm{tr}(FDK)=\mathrm{tr}((DF-FD)K).$$

## Both blocks must vanish

```lean
/-- An idempotent `D` commutes with `F` exactly when both the virtual-occupied block
`(1-D)FD` and the occupied-virtual block `DF(1-D)` vanish. -/
theorem commutator_eq_zero_iff (D F : Matrix n n ℝ) (hD : D * D = D) :
    D * F - F * D = 0 ↔ (1 - D) * F * D = 0 ∧ D * F * (1 - D) = 0 := by
  constructor
  · intro h
    have hc : D * F = F * D := sub_eq_zero.mp h
    have hb : D * F * D = F * D := by rw [hc, mul_assoc, hD]
    constructor
    · rw [sub_mul, sub_mul, one_mul, hb, sub_self]
    · rw [mul_sub, mul_one, hb, hc, sub_self]
  · rintro ⟨h1, h2⟩
    have e : D * F - F * D = D * F * (1 - D) - (1 - D) * F * D := by noncomm_ring
    rw [e, h1, h2, sub_self]
```

If $DF=FD$ and $D^2=D$, then $DFD=FD=DF$, so both blocks are zero. Conversely, $DF-FD=DF(1-D)-(1-D)FD$, which vanishes when both blocks do.

```lean
/-- If `tr(G(A)B) = tr(A G(B))` for all `A` and `B`, then the energy is stationary at an idempotent,
possibly non-symmetric, density matrix if and only if both Brillouin conditions `(1-D)FD = 0` and
`DF(1-D) = 0` hold. -/
theorem stationary_iff_brillouin (h : Matrix n n ℝ)
    (G : Matrix n n ℝ →ₗ[ℝ] Matrix n n ℝ)
    (hG : ∀ A B, trace (G A * B) = trace (A * G B))
    (D : Matrix n n ℝ) (hD : D * D = D) :
    Stationary h G D ↔
      (1 - D) * fock h G D * D = 0 ∧ D * fock h G D * (1 - D) = 0 := by
  rw [← commutator_eq_zero_iff D (fock h G D) hD]
  constructor
  · intro hs
    -- test with K equal to the transposed commutator
    have ht := (hasDerivAt_energy_rotated h G hG D
      (D * fock h G D - fock h G D * D)ᵀ).unique (hs _)
    generalize D * fock h G D - fock h G D * D = C at ht ⊢
    have hsum : ∑ i, ∑ j, C i j * C i j = 0 := by
      simpa only [trace, diag_apply, mul_apply, transpose_apply] using ht
    ext i j
    have hi := (Finset.sum_eq_zero_iff_of_nonneg (fun i _ =>
      Finset.sum_nonneg fun j _ => mul_self_nonneg (C i j))).mp hsum i (Finset.mem_univ i)
    have hj := (Finset.sum_eq_zero_iff_of_nonneg (fun j _ =>
      mul_self_nonneg (C i j))).mp hi j (Finset.mem_univ j)
    exact mul_self_eq_zero.mp hj
  · intro hc K
    have hk := hasDerivAt_energy_rotated h G hG D K
    rwa [hc, zero_mul, trace_zero] at hk
```

This is the main theorem. Let $C=DF-FD$. If the energy is stationary, choose $K=C^{\mathsf T}$. The slope is then
$$0=\mathrm{tr}(CC^{\mathsf T})=\sum_{i,j}C_{ij}^2,$$
so every $C_{ij}$ is zero. In Lean, `.unique` equates the two values of the same derivative, and `hi` and `hj` extract the single squares. Conversely, $C=0$ makes every slope zero. The previous lemma turns $C=0$ into the two conditions.

Without `hG` the equivalence can fail. Take $h=0$, $D=\mathrm{diag}(1,0)$ and $G(X)=X_{01}D$, with indices starting at 0. Then $F=0$ and both conditions hold, but $E(X)=\tfrac12X_{01}X_{00}$ has slope $-\tfrac12K_{01}$. This example is worked only here, not in the Lean code.

```lean
/-- If `tr(G(A)B) = tr(A G(B))` for all `A` and `B`, the density matrix is idempotent, and the
density and Fock matrices are symmetric, then the single Brillouin condition `(1-D)FD = 0` is
equivalent to stationarity. -/
theorem stationary_iff_of_symmetric (h : Matrix n n ℝ)
    (G : Matrix n n ℝ →ₗ[ℝ] Matrix n n ℝ)
    (hG : ∀ A B, trace (G A * B) = trace (A * G B))
    (D : Matrix n n ℝ) (hD : D * D = D) (hDs : Dᵀ = D)
    (hFs : (fock h G D)ᵀ = fock h G D) :
    Stationary h G D ↔ (1 - D) * fock h G D * D = 0 := by
  rw [stationary_iff_brillouin h G hG D hD]
  refine ⟨fun H => H.1, fun H => ⟨H, ?_⟩⟩
  have ht := congrArg Matrix.transpose H
  rwa [transpose_mul, transpose_mul, transpose_sub, transpose_one, hDs, hFs,
    transpose_zero, ← mul_assoc] at ht
```

For symmetric $D$ and $F$, transposing $(1-D)FD=0$ gives $DF(1-D)=0$, so the familiar single condition suffices.

## Two-orbital examples

```lean
/-- A two-orbital model interaction `G(X) = tr(X) 1 - X`. -/
def modelG : Matrix (Fin 2) (Fin 2) ℝ →ₗ[ℝ] Matrix (Fin 2) (Fin 2) ℝ where
  toFun X := trace X • (1 : Matrix (Fin 2) (Fin 2) ℝ) - X
  map_add' X Y := by
    rw [trace_add]
    module
  map_smul' c X := by
    simp only [trace_smul, RingHom.id_apply, smul_eq_mul]
    module
```

The map $G(X)=\mathrm{tr}(X)\,1-X$ is direct minus exchange for a constant unit repulsion. The two further fields prove linearity. The non-symmetric matrices $h$ in the examples below are chosen for simple arithmetic, not derived from a transcorrelated Hamiltonian.

```lean
/-- The model interaction is symmetric under the trace. -/
theorem modelG_symm (A B : Matrix (Fin 2) (Fin 2) ℝ) :
    trace (modelG A * B) = trace (A * modelG B) := by
  change trace ((trace A • (1 : Matrix (Fin 2) (Fin 2) ℝ) - A) * B) =
    trace (A * (trace B • (1 : Matrix (Fin 2) (Fin 2) ℝ) - B))
  simp only [sub_mul, mul_sub, smul_mul_assoc, mul_smul_comm, one_mul, mul_one,
    trace_sub, trace_smul, smul_eq_mul]
  ring
```

Both sides equal $\mathrm{tr}A\,\mathrm{tr}B-\mathrm{tr}(AB)$, so `hG` holds.

```lean
/-- For the model interaction and a non-symmetric `h`, the condition `(1-D)FD = 0`
holds at `D = diag(1,0)` although the energy is not stationary there. -/
theorem one_condition_not_sufficient :
    (1 - !![1, 0; 0, 0]) * fock !![0, 1; 0, 0] modelG !![1, 0; 0, 0] * !![1, 0; 0, 0] = 0 ∧
      ¬ Stationary !![0, 1; 0, 0] modelG !![1, 0; 0, 0] := by
  have hF : fock !![0, 1; 0, 0] modelG !![1, 0; 0, 0] = !![0, 1; 0, 1] := by
    ext i j
    fin_cases i <;> fin_cases j <;> norm_num [fock, modelG, trace_fin_two]
  constructor
  · rw [hF]
    ext i j
    fin_cases i <;> fin_cases j <;> norm_num [mul_apply, Fin.sum_univ_two]
  · intro hs
    have hD : (!![1, 0; 0, 0] : Matrix (Fin 2) (Fin 2) ℝ) * !![1, 0; 0, 0]
        = !![1, 0; 0, 0] := by
      ext i j
      fin_cases i <;> fin_cases j <;> norm_num [mul_apply, Fin.sum_univ_two]
    have h2 := ((stationary_iff_brillouin _ modelG modelG_symm _ hD).mp hs).2
    rw [hF] at h2
    have h3 := congrFun (congrFun h2 0) 1
    norm_num [mul_apply, Fin.sum_univ_two] at h3
```

Here `!![0, 1; 0, 0]` lists a matrix by rows. The Fock matrix is $F=\begin{pmatrix}0&1\\0&1\end{pmatrix}$. Its virtual-occupied entry $F_{10}$ is zero, but $F_{01}=1$. The slope is $K_{10}$, so the energy isn't stationary. Lean reaches the contradiction through the second Brillouin condition.

```lean
/-- The non-symmetric idempotent `D = !![1, 1; 0, 0]` with `h = !![-1, -3; 0, 2]` and the
model interaction satisfies both Brillouin conditions. -/
theorem brillouin_witness :
    (!![1, 1; 0, 0] : Matrix (Fin 2) (Fin 2) ℝ) * !![1, 1; 0, 0] = !![1, 1; 0, 0] ∧
      (!![1, 1; 0, 0] : Matrix (Fin 2) (Fin 2) ℝ)ᵀ ≠ !![1, 1; 0, 0] ∧
      (1 - !![1, 1; 0, 0]) * fock !![-1, -3; 0, 2] modelG !![1, 1; 0, 0]
        * !![1, 1; 0, 0] = 0 ∧
      !![1, 1; 0, 0] * fock !![-1, -3; 0, 2] modelG !![1, 1; 0, 0]
        * (1 - !![1, 1; 0, 0]) = 0 := by
  have hF : fock !![-1, -3; 0, 2] modelG !![1, 1; 0, 0] = !![-1, -4; 0, 3] := by
    ext i j
    fin_cases i <;> fin_cases j <;> norm_num [fock, modelG, trace_fin_two]
  rw [hF]
  refine ⟨?_, ?_, ?_, ?_⟩
  · ext i j
    fin_cases i <;> fin_cases j <;> norm_num [mul_apply, Fin.sum_univ_two]
  · intro h
    have h1 := congrFun (congrFun h 0) 1
    norm_num [transpose_apply] at h1
  · ext i j
    fin_cases i <;> fin_cases j <;> norm_num [mul_apply, Fin.sum_univ_two]
  · ext i j
    fin_cases i <;> fin_cases j <;> norm_num [mul_apply, Fin.sum_univ_two]

end

end TranscorrelatedBrillouin
```

Now $D=\begin{pmatrix}1&1\\0&0\end{pmatrix}$ is idempotent but not symmetric, and $F=\begin{pmatrix}-1&-4\\0&3\end{pmatrix}$. By hand, $DF=FD=\begin{pmatrix}-1&-1\\0&0\end{pmatrix}$, so both blocks vanish; Lean checks them entry by entry. With `modelG_symm`, the main theorem then applies to this non-symmetric stationary point.

```lean
#print axioms TranscorrelatedBrillouin.rotated_idempotent_and_trace
#print axioms TranscorrelatedBrillouin.stationary_iff_brillouin
#print axioms TranscorrelatedBrillouin.stationary_iff_of_symmetric
#print axioms TranscorrelatedBrillouin.one_condition_not_sufficient
```

```
'TranscorrelatedBrillouin.rotated_idempotent_and_trace' depends on axioms: [propext, Classical.choice, Quot.sound]
'TranscorrelatedBrillouin.stationary_iff_brillouin' depends on axioms: [propext, Classical.choice, Quot.sound]
'TranscorrelatedBrillouin.stationary_iff_of_symmetric' depends on axioms: [propext, Classical.choice, Quot.sound]
'TranscorrelatedBrillouin.one_condition_not_sufficient' depends on axioms: [propext, Classical.choice, Quot.sound]
```
